# The first N zero-field Fock–Darwin shells hold N(N+1) electrons

A closed-shell calculation for a two-dimensional quantum dot with circular parabolic confinement starts by choosing an electron number that leaves no degenerate level partly filled. In the non-interacting model at zero magnetic field, that choice reduces to counting orbitals.

Label the orbitals by a radial number $n = 0, 1, 2, \dots$ and an angular momentum $l \in \mathbb{Z}$, and let $\omega_0 > 0$ be the confinement frequency. The level of energy $N\hbar\omega_0$ contains exactly the orbitals with

$$2n + |l| + 1 = N,$$

and there are $N$ of them. With two spin states per orbital, the first $N$ levels hold $N(N+1)$ electrons: 2, 6, 12 for $N = 1, 2, 3$.

## Basis sizes and initial occupations

A Fock–Darwin basis truncated after shell $N$ has $N(N+1)/2$ spatial orbitals. This number fixes array dimensions and gives a quick check on the loop that generates the pairs $(n, l)$. Doubled for spin, it gives the electron numbers for which the lowest-energy non-interacting determinant consists of complete shells.

The shell index alone determines the orbital energy only at zero field. With a field on, occupations should be taken from the sorted energies.

## Counting orbitals and filling shells

Let $\omega_c$ be the cyclotron frequency. The Fock–Darwin energy is

$$E_{n,l} = (2n + |l| + 1)\,\hbar\sqrt{\omega_0^2 + \omega_c^2/4} - \tfrac12\, l\,\hbar\omega_c .$$

At $\omega_c = 0$ the root is $\omega_0$ and the last term vanishes, so $E_{n,l} = s\,\hbar\omega_0$ with shell index $s = 2n + |l| + 1$. Since $\hbar\omega_0 \neq 0$, the level $N\hbar\omega_0$ is precisely shell $s = N$.

To count that shell for $N \ge 1$, write $2n = N - 1 - |l|$. Then $|l| \le N-1$, and $l$ has the parity of $N-1$. The allowed values are

$$l = N - 1 - 2k, \qquad k = 0, \dots, N-1,$$

and each fixes the radial number,

$$n = \tfrac12\,(N - 1 - |N-1-2k|) = \min(k,\, N-1-k).$$

Different $k$ give different $l$, so the shell has $N$ orbitals.

Let $D_N$ be twice the number of orbitals in the first $N$ shells. Then $D_0 = 0$, and if $D_N = N(N+1)$, adding the next shell gives

$$D_{N+1} = N(N+1) + 2(N+1) = (N+1)(N+2).$$

Now fill every spin orbital with energy at most a chemical potential $\mu$. The condition $s\,\hbar\omega_0 \le \mu$ means $s \le \mu/(\hbar\omega_0)$. As $s$ is a positive integer, this is the same as $s \le K$, where $K$ is the integer part of $\mu/(\hbar\omega_0)$, taken as zero for negative $\mu$. The electron number is therefore $K(K+1)$. Choosing $\mu = N\hbar\omega_0$ gives $K = N$, so every number $N(N+1)$ is reached, and no others are.

The smallest cases are easy to check. For $\mu < \hbar\omega_0$ the dot is empty. At $\mu = \hbar\omega_0$ only $(n,l) = (0,0)$ is filled, with two electrons.

In a field, the square-root terms of $l$ and $-l$ cancel in the difference, leaving

$$E_{n,-l} - E_{n,l} = l\,\hbar\omega_c .$$

For $l \neq 0$ and $\omega_c \neq 0$ the pair is no longer degenerate.

## The Lean file

```lean
import Mathlib

open Set

namespace FockDarwinShells

noncomputable section

/-- The Fock-Darwin energy of the orbital with radial number `n` and angular momentum `l`,
for confinement frequency `ω₀` and cyclotron frequency `ωc`. -/
def energy (hbar ω₀ ωc : ℝ) (n : ℕ) (l : ℤ) : ℝ :=
  (2 * n + |(l : ℝ)| + 1) * (hbar * √(ω₀ ^ 2 + ωc ^ 2 / 4)) - l * (hbar * ωc) / 2

/-- The shell index `2n + |l| + 1` of an orbital `(n, l)`. -/
def shellIndex (p : ℕ × ℤ) : ℕ := 2 * p.1 + p.2.natAbs + 1

/-- The spin orbitals `((n, l), spin)` whose zero-field energy is at most `μ`. -/
def filled (hbar ω₀ μ : ℝ) : Set ((ℕ × ℤ) × Fin 2) :=
  {s | energy hbar ω₀ 0 s.1.1 s.1.2 ≤ μ}

/-- At zero field the energy of an orbital is its shell index times `ħω₀`. -/
theorem energy_zero_field (hbar : ℝ) {ω₀ : ℝ} (hω : 0 < ω₀) (p : ℕ × ℤ) :
    energy hbar ω₀ 0 p.1 p.2 = (shellIndex p : ℝ) * (hbar * ω₀) := by
  have hs : √(ω₀ ^ 2 + (0 : ℝ) ^ 2 / 4) = ω₀ := by
    rw [show ω₀ ^ 2 + (0 : ℝ) ^ 2 / 4 = ω₀ ^ 2 by ring, Real.sqrt_sq hω.le]
  unfold energy shellIndex
  rw [hs]
  push_cast [Nat.cast_natAbs, Int.cast_abs]
  ring

/-- A magnetic field separates the orbitals with angular momenta `-l` and `l` by `l ħωc`. -/
theorem field_splitting (hbar ω₀ ωc : ℝ) (n : ℕ) (l : ℤ) :
    energy hbar ω₀ ωc n (-l) - energy hbar ω₀ ωc n l = l * (hbar * ωc) := by
  unfold energy
  rw [Int.cast_neg, abs_neg]
  ring

/-- Exactly `N` pairs `(n, l)` satisfy `2n + |l| + 1 = N`. -/
theorem shell_card (N : ℕ) : {p : ℕ × ℤ | shellIndex p = N}.ncard = N := by
  -- for N ≥ 1 the angular momenta in the shell are N-1, N-3, ..., -(N-1)
  have h : {p : ℕ × ℤ | shellIndex p = N} =
      ((Finset.range N).image
        (fun k : ℕ => (min k (N - 1 - k), (N : ℤ) - 1 - 2 * k)) : Finset (ℕ × ℤ)) := by
    ext ⟨n, l⟩
    simp only [shellIndex, Set.mem_ofPred_eq, Finset.mem_coe, Finset.mem_image,
      Finset.mem_range, Prod.mk.injEq]
    constructor
    · intro h
      exact ⟨n + (-l).toNat, by omega, by omega, by omega⟩
    · rintro ⟨k, hk, h1, h2⟩
      omega
  have hinj : Set.InjOn (fun k : ℕ => (min k (N - 1 - k), (N : ℤ) - 1 - 2 * k))
      (Finset.range N : Set ℕ) := by
    intro a _ b _ hab
    simp only [Prod.mk.injEq] at hab
    omega
  rw [h, Set.ncard_coe_finset, Finset.card_image_of_injOn hinj, Finset.card_range]

/-- At zero field the level of energy `N ħω₀` contains exactly `N` orbitals. -/
theorem level_degeneracy {hbar ω₀ : ℝ} (hh : 0 < hbar) (hω : 0 < ω₀) (N : ℕ) :
    {p : ℕ × ℤ | energy hbar ω₀ 0 p.1 p.2 = N * (hbar * ω₀)}.ncard = N := by
  have h : {p : ℕ × ℤ | energy hbar ω₀ 0 p.1 p.2 = N * (hbar * ω₀)} =
      {p | shellIndex p = N} := by
    ext p
    simp only [Set.mem_ofPred_eq]
    rw [energy_zero_field hbar hω, mul_left_inj' (mul_pos hh hω).ne', Nat.cast_inj]
  rw [h, shell_card]

/-- Only finitely many orbitals lie in the first `N` shells. -/
theorem shells_finite (N : ℕ) : {p : ℕ × ℤ | shellIndex p ≤ N}.Finite := by
  refine ((Set.finite_Iic N).prod (Set.finite_Icc (-(N : ℤ)) N)).subset ?_
  rintro ⟨n, l⟩ hp
  simp only [shellIndex, Set.mem_ofPred_eq] at hp
  simp only [Set.mem_prod, Set.mem_Iic, Set.mem_Icc]
  omega

/-- Twice the number of orbitals in the first `N` shells is `N(N+1)`. -/
theorem shells_card (N : ℕ) :
    {p : ℕ × ℤ | shellIndex p ≤ N}.ncard * 2 = N * (N + 1) := by
  induction N with
  | zero =>
    have h : {p : ℕ × ℤ | shellIndex p ≤ 0} = ∅ := by
      ext p
      simp [shellIndex]
    rw [h, Set.ncard_empty]
  | succ N ih =>
    -- split off the outermost shell
    have hU : {p : ℕ × ℤ | shellIndex p ≤ N + 1} =
        {p | shellIndex p ≤ N} ∪ {p | shellIndex p = N + 1} := by
      ext p
      simp only [Set.mem_ofPred_eq, Set.mem_union]
      omega
    have hd : Disjoint {p : ℕ × ℤ | shellIndex p ≤ N} {p | shellIndex p = N + 1} := by
      refine Set.disjoint_left.2 fun p h1 h2 => ?_
      simp only [Set.mem_ofPred_eq] at h1 h2
      omega
    have hf : {p : ℕ × ℤ | shellIndex p = N + 1}.Finite :=
      (shells_finite (N + 1)).subset fun p hp => le_of_eq hp
    rw [hU, Set.ncard_union_eq hd (shells_finite N) hf, add_mul, ih, shell_card]
    ring

/-- Filling all spin orbitals up to `μ` at zero field takes `K(K+1)` electrons, where `K` is
the integer part of `μ / ħω₀` (and zero for negative `μ`). -/
theorem electron_number {hbar ω₀ : ℝ} (hh : 0 < hbar) (hω : 0 < ω₀) (μ : ℝ) :
    (filled hbar ω₀ μ).ncard = ⌊μ / (hbar * ω₀)⌋₊ * (⌊μ / (hbar * ω₀)⌋₊ + 1) := by
  -- the filled set is a set of complete shells times the two spin states
  have h : filled hbar ω₀ μ =
      {p : ℕ × ℤ | shellIndex p ≤ ⌊μ / (hbar * ω₀)⌋₊} ×ˢ (Set.univ : Set (Fin 2)) := by
    ext s
    simp only [filled, Set.mem_ofPred_eq, Set.mem_prod, Set.mem_univ, and_true]
    rw [energy_zero_field hbar hω, Nat.le_floor_iff' (by simp [shellIndex]),
      le_div_iff₀ (mul_pos hh hω)]
  rw [h, Set.ncard_prod, Set.ncard_univ, Nat.card_eq_fintype_card, Fintype.card_fin,
    shells_card]

/-- Filling all spin orbitals of zero-field energy at most `N ħω₀` takes `N(N+1)` electrons. -/
theorem closed_shell {hbar ω₀ : ℝ} (hh : 0 < hbar) (hω : 0 < ω₀) (N : ℕ) :
    (filled hbar ω₀ (N * (hbar * ω₀))).ncard = N * (N + 1) := by
  rw [electron_number hh hω, mul_div_cancel_right₀ _ (mul_pos hh hω).ne', Nat.floor_natCast]

/-- An electron number `M` is reached by filling all spin orbitals up to some `μ` exactly when
`M = N(N+1)` for some `N`. -/
theorem magic_iff {hbar ω₀ : ℝ} (hh : 0 < hbar) (hω : 0 < ω₀) (M : ℕ) :
    (∃ μ : ℝ, (filled hbar ω₀ μ).ncard = M) ↔ ∃ N : ℕ, M = N * (N + 1) := by
  constructor
  · rintro ⟨μ, rfl⟩
    exact ⟨_, electron_number hh hω μ⟩
  · rintro ⟨N, rfl⟩
    exact ⟨_, closed_shell hh hω N⟩

/-- Filling up to `ħω₀`, `2ħω₀` and `3ħω₀` takes 2, 6 and 12 electrons. -/
theorem magic_numbers {hbar ω₀ : ℝ} (hh : 0 < hbar) (hω : 0 < ω₀) :
    (filled hbar ω₀ (hbar * ω₀)).ncard = 2 ∧
    (filled hbar ω₀ (2 * (hbar * ω₀))).ncard = 6 ∧
    (filled hbar ω₀ (3 * (hbar * ω₀))).ncard = 12 :=
  ⟨by simpa using closed_shell hh hω 1, by simpa using closed_shell hh hω 2,
    by simpa using closed_shell hh hω 3⟩

end

end FockDarwinShells
```

```lean
#print axioms FockDarwinShells.energy_zero_field
-- 'FockDarwinShells.energy_zero_field' depends on axioms: [propext, Classical.choice, Quot.sound]
#print axioms FockDarwinShells.level_degeneracy
-- 'FockDarwinShells.level_degeneracy' depends on axioms: [propext, Classical.choice, Quot.sound]
#print axioms FockDarwinShells.magic_iff
-- 'FockDarwinShells.magic_iff' depends on axioms: [propext, Classical.choice, Quot.sound]
#print axioms FockDarwinShells.magic_numbers
-- 'FockDarwinShells.magic_numbers' depends on axioms: [propext, Classical.choice, Quot.sound]
```

## How the Lean statements map to the dot

An orbital is a pair in `ℕ × ℤ`, and a spin orbital adds an element of `Fin 2`. `energy` is the formula above, with the sign convention that, for $l > 0$ and $\omega_c > 0$, the orbital $(n, l)$ lies below $(n, -l)$. `filled` collects the spin orbitals whose energy at `ωc = 0` is at most `μ`, including those exactly at `μ`. The hypotheses `0 < hbar` and `0 < ω₀` say that the quantum of action is positive and that the dot really confines; no numerical values or units are fixed.

`shell_card` is the count for one shell and `level_degeneracy` restates it for energies. `electron_number` treats arbitrary $\mu$, `closed_shell` puts $\mu$ on a level, and `magic_numbers` gives the first three nonzero values. `magic_iff` says that the numbers reached by filling up to some $\mu$ are exactly those of the form $N(N+1)$, including zero.

## How the proof follows the count

`energy_zero_field` simplifies the square root, and `field_splitting` is the subtraction above. In `shell_card`, the shell is rewritten as the image of `Finset.range N` under the list indexed by $k$. Given $(n,l)$, the proof recovers $k = n + \max(-l, 0)$, written `n + (-l).toNat`. The tactic `omega` settles the integer arithmetic, and `hinj` shows that the list has no repetitions.

`shells_finite` encloses the first $N$ shells in a finite box of labels. This matters because `ncard` returns zero for an infinite set. `shells_card` is the induction for $D_N$: it splits off the outermost shell as a disjoint set and adds the two counts.

`electron_number` identifies `filled` with complete shells times two spin states. The step from the energy inequality to the integer part uses `Nat.le_floor_iff'`, which applies because a shell index is never zero. `closed_shell` is the case $\mu = N\hbar\omega_0$, and `magic_numbers` takes $N = 1, 2, 3$ in it. `magic_iff` combines `electron_number` with `closed_shell`, and `level_degeneracy` combines `energy_zero_field` with `shell_card`.

## Limits for a simulation code

The spectrum enters as a definition. The file does not derive it from a Hamiltonian, nor does it show that the labels enumerate a complete set of eigenstates. The confinement is circular and parabolic, spin carries no energy, and the electrons do not interact.

"Magic number" here means only a count of filled spin orbitals. In Coulomb-blockade work the term usually refers to electron numbers at which the addition energy peaks, and these also depend on the interaction between electrons.

The theorems concern exact real numbers. In floating point, the product $\mu = N\hbar\omega_0$ may be rounded, and dividing it by $\hbar\omega_0$ can then give a quotient slightly below $N$. Taking the integer part loses the whole shell of $2N$ electrons. Working with the integer shell index, or placing $\mu$ between levels, avoids this.
